# An infinite harmonic chain with first- and second-neighbour springs has no negative plane-wave squared frequency exactly when $k_1\ge 0$ and $k_1+4k_2\ge 0$

The squared frequencies of an infinite chain cannot be listed as the eigenvalues of one finite matrix, so "stable" needs a definition. Here it is a condition on plane waves: the chain counts as stable if the squared frequency is non-negative at every real wave number $q$. The displacements are arbitrary real functions on the integers, with no boundary condition and no decay at infinity, so plane waves are admissible displacements. Newton's equation is stated separately, so that a negative squared frequency can be shown to produce a growing motion.

## Two inequalities from one dispersion relation

Let $u_n$ be the displacement of atom $n$, with unit mass and unit lattice spacing. The equation of motion is

$$\ddot u_n=k_1(u_{n+1}+u_{n-1}-2u_n)+k_2(u_{n+2}+u_{n-2}-2u_n).$$

The constants $k_1$ and $k_2$ may have either sign. For longitudinal motion under a pair potential they are its second derivatives at the first- and second-neighbour distances, and for a Lennard-Jones potential such a derivative is negative beyond the inflection point.

**Dispersion.** Take $u_n=\cos(qn+\theta)$ with any phase $\theta$. Since $\cos(x+y)+\cos(x-y)=2\cos x\cos y$, the right-hand side equals

$$\bigl[2k_1(\cos q-1)+2k_2(\cos 2q-1)\bigr]u_n=-\omega^2(q)\,u_n,$$

$$\omega^2(q)=4k_1\sin^2\tfrac q2+4k_2\sin^2 q,$$

where the last step uses $1-\cos 2x=2\sin^2x$ twice.

**Growth.** Suppose $\omega^2(q)=-\gamma^2$ with $\gamma>0$. Then $u_n(t)=\cosh(\gamma t)\cos(qn+\theta)$ has second time derivative $\gamma^2u_n$. The force on it is $-\omega^2(q)u_n=\gamma^2u_n$ as well, so Newton's equation holds.

**Sufficiency.** Write $s=\sin(q/2)$ and $c=\cos(q/2)$. Then $\sin^2q=4s^2c^2$, and $s^2+c^2=1$ gives

$$\omega^2(q)=4s^2(k_1+4k_2c^2)=4s^2\bigl[k_1s^2+(k_1+4k_2)c^2\bigr].$$

The bracket is a weighted mean of $k_1$ and $k_1+4k_2$. If both are non-negative, so is $\omega^2(q)$.

**Necessity.** At $q=\pi$ the squared frequency is $4k_1$, so stability requires $k_1\ge0$. As $q\to0$, $\sin(q/2)/q\to\tfrac12$ and $\sin q/q\to1$, hence

$$\frac{\omega^2(q)}{q^2}\to 4k_1\cdot\tfrac14+4k_2=k_1+4k_2.$$

This limit is the long-wave elastic modulus. A limit of non-negative numbers is non-negative, which gives the second inequality.

**Strict positivity.** Now ask for $\omega^2(q)>0$ on $0<q\le\pi$. The value at $\pi$ forces $k_1>0$, while the limit still gives only $k_1+4k_2\ge0$. Conversely, $s>0$ on this interval, so $k_1s^2>0$ and the bracket is positive. A vanishing modulus is therefore allowed: $\omega^2(q)$ is then $4k_1\sin^4(q/2)$, which is positive away from $q=0$ but starts as $q^4$.

**A stiff but unstable chain.** For $k_1=-1$, $k_2=1$ the modulus is $3$, yet $\omega^2(\pi)=-4$. In the alternating mode second neighbours move together, so the stabilising springs are not stretched, and $u_n=(-1)^n\cosh 2t$ grows. In this one-dimensional harmonic model a positive elastic modulus does not establish dynamical stability; the same distinction is one reason to inspect phonon frequencies throughout the Brillouin zone as well as elastic constants.

The weighted mean also yields an upper bound. For a stable chain, $\omega^2(q)\le4M$ with $M=\max(k_1,k_1+4k_2)$. If $M>0$, a Verlet time step below $1/\sqrt M$ therefore respects the harmonic stability limit $\omega\,\Delta t<2$ for every plane wave.

## The chain and its motions in Lean

```lean
import Mathlib

open Filter
open scoped Real Topology

namespace ChainStability

noncomputable section
```

The force is the right-hand side of the equation of motion. Lean's `u : ℤ → ℝ` is a snapshot of all displacements, and `n` labels the atom. Only four neighbours enter, so the expression makes sense for every `u`.

```lean
/-- Force on atom `n` of a unit-mass chain with first- and second-neighbour springs
`k1` and `k2`, for the displacements `u`. -/
def force (k1 k2 : ℝ) (u : ℤ → ℝ) (n : ℤ) : ℝ :=
  k1 * (u (n + 1) + u (n - 1) - 2 * u n) + k2 * (u (n + 2) + u (n - 2) - 2 * u n)
```

A trajectory is a function `u t n` of time and atom. `IsMotion` says that there are velocities `v` such that, at every time and for every atom, the displacement has derivative `v t n` and the velocity has the force as its derivative. Since the mass is one, this is Newton's second law.

```lean
/-- The trajectory `u t n` obeys Newton's equation: the displacements have velocities `v`,
and the derivatives of the velocities are the forces. -/
def IsMotion (k1 k2 : ℝ) (u : ℝ → ℤ → ℝ) : Prop :=
  ∃ v : ℝ → ℤ → ℝ, ∀ t n, HasDerivAt (fun s => u s n) (v t n) t ∧
    HasDerivAt (fun s => v s n) (force k1 k2 (u t) n) t
```

The squared frequency is defined by its formula, for every real `q`. Despite the name it may be negative, and no square root is taken in the definition.

```lean
/-- Squared frequency of the plane wave with wave number `q`. -/
def omegaSq (k1 k2 q : ℝ) : ℝ :=
  4 * k1 * Real.sin (q / 2) ^ 2 + 4 * k2 * Real.sin q ^ 2
```

## Plane waves as solutions

The next theorem ties that formula to the dynamics: for every wave number, phase and atom, the force on a plane wave is `-omegaSq k1 k2 q` times the displacement. In the proof, `s1` is the sum formula for cosines, while `h1` and `h2` are the double-angle identities for $\cos q$ and $\cos2q$. The equations `e1` to `e4` express the neighbours' phases as shifts by $\pm q$ and $\pm2q$. The final `linear_combination` adds these identities with the spring constants as coefficients, as in the derivation above.

```lean
/-- On a plane wave of any phase the force is minus the squared frequency times the
displacement. -/
theorem force_planeWave (k1 k2 q θ : ℝ) (n : ℤ) :
    force k1 k2 (fun m : ℤ => Real.cos (q * m + θ)) n
      = -omegaSq k1 k2 q * Real.cos (q * n + θ) := by
  have s1 : ∀ x y : ℝ, Real.cos (x + y) + Real.cos (x - y) = 2 * Real.cos x * Real.cos y := by
    intro x y
    rw [Real.cos_add, Real.cos_sub]
    ring
  have h1 : Real.cos q = 1 - 2 * Real.sin (q / 2) ^ 2 := by
    have h := Real.cos_two_mul (q / 2)
    rw [show 2 * (q / 2) = q by ring] at h
    linear_combination h + 2 * Real.sin_sq_add_cos_sq (q / 2)
  have h2 : Real.cos (2 * q) = 1 - 2 * Real.sin q ^ 2 := by
    linear_combination Real.cos_two_mul q + 2 * Real.sin_sq_add_cos_sq q
  -- the neighbours see the same wave with phases shifted by `q` and `2 q`
  have e1 : q * ((n + 1 : ℤ) : ℝ) + θ = (q * n + θ) + q := by push_cast; ring
  have e2 : q * ((n - 1 : ℤ) : ℝ) + θ = (q * n + θ) - q := by push_cast; ring
  have e3 : q * ((n + 2 : ℤ) : ℝ) + θ = (q * n + θ) + 2 * q := by push_cast; ring
  have e4 : q * ((n - 2 : ℤ) : ℝ) + θ = (q * n + θ) - 2 * q := by push_cast; ring
  simp only [force, omegaSq]
  rw [e1, e2, e3, e4]
  linear_combination k1 * s1 (q * n + θ) q + k2 * s1 (q * n + θ) (2 * q)
    + 2 * k1 * Real.cos (q * n + θ) * h1 + 2 * k2 * Real.cos (q * n + θ) * h2
```

The growing solution follows. The hypothesis `omegaSq k1 k2 q = -γ ^ 2` means $\omega^2=-(\gamma^2)$. The proof supplies the velocity $\gamma\sinh(\gamma t)\cos(qn+\theta)$ and differentiates twice by the chain rule. The step `hs` takes the amplitude out of the force by linearity, after which `force_planeWave` and `h` finish the comparison. The theorem also admits $\gamma=0$, where the motion is a static wave; actual growth needs $\gamma\neq0$.

```lean
/-- If the squared frequency at `q` is `-γ ^ 2`, the plane wave with amplitude `cosh (γ t)`
is a motion of the chain. -/
theorem growing_mode {k1 k2 q γ : ℝ} (θ : ℝ) (h : omegaSq k1 k2 q = -γ ^ 2) :
    IsMotion k1 k2 (fun t n => Real.cosh (γ * t) * Real.cos (q * n + θ)) := by
  refine ⟨fun t n => Real.sinh (γ * t) * γ * Real.cos (q * n + θ), fun t n => ?_⟩
  have hl : HasDerivAt (fun s : ℝ => γ * s) γ t :=
    ((hasDerivAt_id' t).const_mul γ).congr_deriv (mul_one γ)
  refine ⟨hl.cosh.mul_const _, ((hl.sinh.mul_const γ).mul_const _).congr_deriv ?_⟩
  -- the force is linear in the amplitude
  have hs : force k1 k2 (fun m : ℤ => Real.cosh (γ * t) * Real.cos (q * m + θ)) n
      = Real.cosh (γ * t) * force k1 k2 (fun m : ℤ => Real.cos (q * m + θ)) n := by
    simp only [force]
    ring
  change _ = force k1 k2 (fun m : ℤ => Real.cosh (γ * t) * Real.cos (q * m + θ)) n
  rw [hs, force_planeWave, h]
  ring
```

## The weighted mean and its two ends

The factorisation is an identity in $k_1$, $k_2$ and $q$, without sign assumptions. Lean substitutes $\sin q=2\sin(q/2)\cos(q/2)$ and then uses $\sin^2+\cos^2=1$.

```lean
/-- The squared frequency is `4 sin² (q/2)` times a weighted mean of `k1` and `k1 + 4 k2`,
with weights `sin² (q/2)` and `cos² (q/2)`. -/
theorem omegaSq_eq_mean (k1 k2 q : ℝ) :
    omegaSq k1 k2 q = 4 * Real.sin (q / 2) ^ 2 *
      (k1 * Real.sin (q / 2) ^ 2 + (k1 + 4 * k2) * Real.cos (q / 2) ^ 2) := by
  have h := Real.sin_two_mul (q / 2)
  rw [show 2 * (q / 2) = q by ring] at h
  simp only [omegaSq]
  rw [h]
  linear_combination (-4 * k1 * Real.sin (q / 2) ^ 2) * Real.sin_sq_add_cos_sq (q / 2)
```

At the zone boundary, $\sin(\pi/2)=1$ and $\sin\pi=0$ leave only the first-neighbour term.

```lean
/-- The alternating mode `q = π` has squared frequency `4 k1`. -/
theorem omegaSq_pi (k1 k2 : ℝ) : omegaSq k1 k2 π = 4 * k1 := by
  simp [omegaSq]
```

At the other end, `𝓝[≠] 0` means that $q$ approaches zero from either side without being equal to it. The auxiliary statement `h` gives $\sin(cq)/q\to c$ by reading the quotient as the slope of $\sin(cq)$ at the origin. It is used with $c=\tfrac12$ and $c=1$; squaring the two limits and adding them with weights $4k_1$ and $4k_2$ produces the modulus.

```lean
/-- In the long-wave limit the squared frequency divided by `q ^ 2` tends to the modulus
`k1 + 4 k2`. -/
theorem longWave_modulus (k1 k2 : ℝ) :
    Tendsto (fun q => omegaSq k1 k2 q / q ^ 2) (𝓝[≠] 0) (𝓝 (k1 + 4 * k2)) := by
  -- `sin (c q) / q` tends to `c`, the slope of the sine at the origin
  have h : ∀ c : ℝ, Tendsto (fun q : ℝ => Real.sin (c * q) / q) (𝓝[≠] 0) (𝓝 c) := by
    intro c
    have hl : HasDerivAt (fun s : ℝ => c * s) c 0 :=
      ((hasDerivAt_id' (0 : ℝ)).const_mul c).congr_deriv (mul_one c)
    have hd : HasDerivAt (fun s : ℝ => Real.sin (c * s)) c 0 :=
      hl.sin.congr_deriv (by simp)
    refine (hasDerivAt_iff_tendsto_slope.1 hd).congr fun q => ?_
    simp [slope_def_field]
  have h2 := (((h (1 / 2)).pow 2).const_mul (4 * k1)).add (((h 1).pow 2).const_mul (4 * k2))
  rw [show 4 * k1 * (1 / 2) ^ 2 + 4 * k2 * 1 ^ 2 = k1 + 4 * k2 by ring] at h2
  refine h2.congr fun q => ?_

  rw [show 1 / 2 * q = q / 2 by ring, one_mul]
  simp only [omegaSq]
  ring
```

## The stability criteria

`stable_iff` is the main equivalence. Its left side ranges over all real wave numbers, which by periodicity is the same as one Brillouin zone. In the forward direction, the value at $\pi$ gives the first inequality and `ge_of_tendsto'` passes non-negativity to the long-wave limit. In the reverse direction, the weighted mean is a product and sum of non-negative terms.

```lean
/-- Stability criterion: no plane wave has a negative squared frequency exactly when both
`k1` and the long-wave modulus `k1 + 4 k2` are non-negative. -/
theorem stable_iff (k1 k2 : ℝ) :
    (∀ q, 0 ≤ omegaSq k1 k2 q) ↔ 0 ≤ k1 ∧ 0 ≤ k1 + 4 * k2 := by
  constructor
  · intro h
    have hpi := h π
    rw [omegaSq_pi] at hpi
    exact ⟨by linarith, ge_of_tendsto' (longWave_modulus k1 k2)
      fun q => div_nonneg (h q) (sq_nonneg q)⟩
  · rintro ⟨h1, h2⟩ q
    rw [omegaSq_eq_mean]
    exact mul_nonneg (by positivity)
      (add_nonneg (mul_nonneg h1 (sq_nonneg _)) (mul_nonneg h2 (sq_nonneg _)))
```

The strict version excludes $q=0$, where uniform translation always has zero frequency. Its hypothesis concerns only $0<q\le\pi$, so the proof restricts the limit to an approach from the right and uses that $(0,\pi]$ contains all sufficiently small positive $q$. The reverse direction needs $\sin(q/2)>0$, which follows from $0<q/2<\pi$.

```lean
/-- All squared frequencies with `0 < q ≤ π` are strictly positive exactly when `k1` is
positive and the long-wave modulus is non-negative. -/
theorem strictly_stable_iff (k1 k2 : ℝ) :
    (∀ q, 0 < q → q ≤ π → 0 < omegaSq k1 k2 q) ↔ 0 < k1 ∧ 0 ≤ k1 + 4 * k2 := by
  constructor
  · intro h
    have hpi := h π Real.pi_pos le_rfl
    rw [omegaSq_pi] at hpi
    refine ⟨by linarith, ?_⟩
    -- approach the zone centre from the right
    have hlim := (longWave_modulus k1 k2).mono_left
      (nhdsWithin_mono 0 (fun x (hx : x ∈ Set.Ioi (0 : ℝ)) => (Set.mem_Ioi.1 hx).ne'))
    refine ge_of_tendsto hlim ?_
    filter_upwards [Ioc_mem_nhdsGT Real.pi_pos] with q hq
    exact div_nonneg (h q hq.1 hq.2).le (sq_nonneg q)
  · rintro ⟨h1, h2⟩ q hq hqpi
    have hs : 0 < Real.sin (q / 2) :=
      Real.sin_pos_of_pos_of_lt_pi (by linarith) (by linarith)
    rw [omegaSq_eq_mean]
    exact mul_pos (by positivity)
      (add_pos_of_pos_of_nonneg (by positivity) (mul_nonneg h2 (sq_nonneg _)))
```

Both criteria concern the signs of plane-wave squared frequencies; they do not say that every motion of a stable chain stays bounded. Uniform drift is already an unbounded motion. The model is also strictly harmonic, so it does not describe where an unstable chain ends up.

## Instability as an actual motion

If either inequality fails strictly, `stable_iff` yields some $q$ with negative squared frequency. Setting $\gamma=\sqrt{-\omega^2(q)}>0$ and applying `growing_mode` gives the motion. One pair $(q,\gamma)$ serves all phases $\theta$. For special phases the wave may vanish on every atom, as it does for $q=\pi$, $\theta=\pi/2$, but with $\theta=0$ atom $0$ moves as $\cosh(\gamma t)$, so the growth is real.

```lean
/-- If `k1` or the long-wave modulus is negative, there are a wave number `q` and a `γ > 0` such
that, for every phase, the plane wave with amplitude `cosh (γ t)` is a motion of the chain. -/
theorem exists_growing_motion {k1 k2 : ℝ} (h : k1 < 0 ∨ k1 + 4 * k2 < 0) :
    ∃ q γ : ℝ, 0 < γ ∧ ∀ θ : ℝ,
      IsMotion k1 k2 (fun t n => Real.cosh (γ * t) * Real.cos (q * n + θ)) := by
  have hn : ¬ ∀ q, 0 ≤ omegaSq k1 k2 q := by
    rw [stable_iff]
    rintro ⟨h1, h2⟩
    rcases h with h | h <;> linarith
  obtain ⟨q, hq⟩ := not_forall.1 hn
  have hneg : 0 < -omegaSq k1 k2 q := by linarith [not_le.1 hq]
  refine ⟨q, Real.sqrt (-omegaSq k1 k2 q), Real.sqrt_pos.2 hneg, fun θ => growing_mode θ ?_⟩
  rw [Real.sq_sqrt hneg.le]
  ring
```

The last theorem collects the three facts about $k_1=-1$, $k_2=1$: the modulus $3$, the squared frequency $-4$ of the alternating mode, and the explicit motion. The first two specialise earlier results. For the third, `growing_mode` is applied with $\gamma=2$, $q=\pi$ and $\theta=0$, and $\cos(n\pi)$ is rewritten as $(-1)^n$.

```lean
/-- For `k1 = -1`, `k2 = 1` the long-wave modulus is `3`, the alternating mode has squared
frequency `-4`, and the alternating displacement with amplitude `cosh (2 t)` is a motion. -/
theorem positive_modulus_unstable :
    Tendsto (fun q => omegaSq (-1) 1 q / q ^ 2) (𝓝[≠] 0) (𝓝 3) ∧
    omegaSq (-1) 1 π = -4 ∧
    IsMotion (-1) 1 (fun t n => Real.cosh (2 * t) * (-1 : ℝ) ^ n) := by
  refine ⟨?_, by rw [omegaSq_pi]; norm_num, ?_⟩
  · have h := longWave_modulus (-1) 1
    rwa [show (-1 : ℝ) + 4 * 1 = 3 by norm_num] at h
  · have h : IsMotion (-1) 1 (fun t n => Real.cosh (2 * t) * Real.cos (π * n + 0)) :=
      growing_mode 0 (by rw [omegaSq_pi]; norm_num)
    have e : (fun (t : ℝ) (n : ℤ) => Real.cosh (2 * t) * (-1 : ℝ) ^ n)
        = fun (t : ℝ) (n : ℤ) => Real.cosh (2 * t) * Real.cos (π * n + 0) := by
      funext t n
      rw [add_zero, mul_comm π, Real.cos_int_mul_pi]
    rw [e]
    exact h

end

end ChainStability
```

```lean
#print axioms ChainStability.stable_iff
-- 'ChainStability.stable_iff' depends on axioms: [propext, Classical.choice, Quot.sound]
#print axioms ChainStability.strictly_stable_iff
-- 'ChainStability.strictly_stable_iff' depends on axioms: [propext, Classical.choice, Quot.sound]
#print axioms ChainStability.exists_growing_motion
-- 'ChainStability.exists_growing_motion' depends on axioms: [propext, Classical.choice, Quot.sound]
#print axioms ChainStability.positive_modulus_unstable
-- 'ChainStability.positive_modulus_unstable' depends on axioms: [propext, Classical.choice, Quot.sound]
```

## What a periodic ring would change

A ring of $N$ atoms, as in a simulation cell, would replace the continuum of wave numbers by $q=2\pi j/N$ with integer $j$. The two inequalities would remain sufficient, but the exact criterion would depend on $N$. For even $N$ it reads $k_1\ge0$ and $k_1+4k_2\cos^2(\pi/N)\ge0$, because the longest available wave has $q=2\pi/N$. For odd $N$ the alternating mode does not fit the ring at all, and the condition on $k_1$ is relaxed too. A finite cell can thus miss an instability that the infinite chain has.
